# Diamagnetic inequality on a finite lattice: at fixed moduli and on-site energies, hoppings −|H_ij| maximise the one-particle partition function

Let $H$ be the Hermitian Hamiltonian of one particle hopping on finitely many sites. Let $H'$ have the same diagonal, with each off-diagonal entry $H_{ij}$ replaced by $-|H_{ij}|$. Then for every real $\beta\ge 0$

$$\operatorname{tr} e^{-\beta H}\;\le\;\operatorname{tr} e^{-\beta H'} .$$

In a tight-binding model a magnetic field gives the hoppings complex phases, and the question is what these phases do to the thermal weight of a single particle. The inequality says that they cannot raise it above the value for real, non-positive hoppings. This is the finite-matrix form of the diamagnetic inequality: a hopping matrix stands in place of the continuum kinetic energy with a vector potential.

## The Hamiltonian and its phase-free partner

```lean
import Mathlib

open Matrix ComplexConjugate

namespace DiamagneticPartitionFunction

variable {n 𝕜 : Type*} [Fintype n] [DecidableEq n] [RCLike 𝕜]
```

The type `n` is the finite set of sites. The symbol `𝕜` stands for either the real or the complex numbers, so that one definition can serve both $H$ and $H'$.

```lean
/-- The single-particle partition function: the real part of `tr exp(-βH)`. -/
noncomputable def partitionFunction (β : ℝ) (H : Matrix n n 𝕜) : ℝ :=
  RCLike.re (Matrix.trace (NormedSpace.exp ((-β) • H)))
```

This is $Z(\beta,H)=\operatorname{Re}\operatorname{tr}e^{-\beta H}$. The sign `•` multiplies a matrix by a number. The parameter $\beta$ is the inverse temperature, in units that make $\beta H$ dimensionless. The name `partitionFunction` refers to one particle, not to a gas of electrons.

```lean
/-- The phase-free comparison Hamiltonian: the real part of the diagonal of `H` is kept, and each
off-diagonal entry is replaced by minus its modulus. -/
noncomputable def fluxFree (H : Matrix n n ℂ) : Matrix n n ℝ :=
  Matrix.of fun i j => if i = j then (H i i).re else -‖H i j‖
```

`fluxFree H` is $H'$, stored as a real matrix. The sign convention is that of hoppings written $H_{ij}=-|H_{ij}|e^{i\theta_{ij}}$, with all phases $\theta_{ij}$ set to zero.

One step to a real lattice is physical input: that the field changes only the phases of the hoppings, and that the hoppings without field are $-|H_{ij}|$. Only then is $H'$ the zero-field Hamiltonian.

```lean
/-- For a Hermitian Hamiltonian the trace of `exp(-βH)` is real, and equals the partition
function. -/
theorem trace_exp_eq_partitionFunction {H : Matrix n n ℂ} (hH : H.IsHermitian) (β : ℝ) :
    Matrix.trace (NormedSpace.exp ((-β) • H)) = (partitionFunction β H : ℂ) := by
  have hX : ((-β) • H).IsHermitian := by
    rw [Matrix.IsHermitian, Matrix.conjTranspose_smul, hH.eq, star_trivial]
  have h : star (Matrix.trace (NormedSpace.exp ((-β) • H)))
      = Matrix.trace (NormedSpace.exp ((-β) • H)) := by
    rw [← Matrix.trace_conjTranspose, hX.exp.eq]
  exact (Complex.conj_eq_iff_re.mp h).symm
```

In a Lean theorem the hypotheses stand before the colon and the claim after it. Here `hH` is the hypothesis that $H$ is Hermitian, and the claim is that the full complex trace equals $Z$, so taking the real part discards nothing.

By hand: $-\beta H$ is Hermitian, hence so is $e^{-\beta H}$. The trace of a conjugate transpose is the conjugate of the trace, so $\operatorname{tr}e^{-\beta H}$ equals its own conjugate and is real. The proof has the same steps: `hX` is the first, and `h` is the equality with the conjugate.

## Series and energy shift

```lean
/-- Each matrix element of `exp A` is the sum of the matrix elements of `A ^ k / k!`. -/
theorem hasSum_exp_apply (A : Matrix n n 𝕜) (i j : n) :
    HasSum (fun k : ℕ => ((k.factorial : ℝ)⁻¹) • (A ^ k) i j) (NormedSpace.exp A i j) := by
  let : NormedRing (Matrix n n 𝕜) := Matrix.linftyOpNormedRing
  let : NormedAlgebra ℝ (Matrix n n 𝕜) := Matrix.linftyOpNormedAlgebra
  let : NormedAlgebra ℚ (Matrix n n 𝕜) := Matrix.linftyOpNormedAlgebra
  have h := NormedSpace.exp_series_hasSum_exp' (𝕂 := ℝ) A
  let φ : Matrix n n 𝕜 →+ 𝕜 :=
    { toFun := fun M => M i j, map_zero' := rfl, map_add' := fun _ _ => rfl }
  have hφ : Continuous φ := continuous_id.matrix_elem i j
  exact h.map φ hφ
```

`HasSum` says that a series converges to a given value. The statement is

$$(e^{A})_{ij}=\sum_{k=0}^{\infty}\frac{(A^k)_{ij}}{k!}.$$

The matrix series converges, and reading off one entry is additive and continuous, so it may be done term by term. In the proof `φ` is the map that reads off the entry.

```lean
/-- Adding a constant `c` to the exponent multiplies the matrix exponential by `e^c`. -/
theorem exp_shift (c : ℝ) (A : Matrix n n 𝕜) :
    NormedSpace.exp (c • (1 : Matrix n n 𝕜) + A) = Real.exp c • NormedSpace.exp A := by
  have h : NormedSpace.exp (c • (1 : Matrix n n 𝕜)) = Real.exp c • (1 : Matrix n n 𝕜) := by
    let : NormedRing (Matrix n n 𝕜) := Matrix.linftyOpNormedRing
    let : NormedAlgebra ℝ (Matrix n n 𝕜) := Matrix.linftyOpNormedAlgebra
    let : NormedAlgebra ℚ (Matrix n n 𝕜) := Matrix.linftyOpNormedAlgebra
    have h1 := NormedSpace.algebraMap_exp_comm (𝕂 := ℝ) (𝔸 := Matrix n n 𝕜) c
    rw [Algebra.algebraMap_eq_smul_one, Algebra.algebraMap_eq_smul_one,
      ← Real.exp_eq_exp_ℝ] at h1
    exact h1.symm
  rw [Matrix.exp_add_of_commute _ _ ((Commute.one_left A).smul_left c), h,
    smul_mul_assoc, one_mul]
```

This is $e^{c+A}=e^{c}e^{A}$ for a real number $c$, where $c$ in the exponent means $c$ times the identity. The identity commutes with $A$, so the exponential of the sum factorises, and $e^{c\cdot 1}=e^{c}\cdot 1$.

## Bounding the entries

```lean
/-- For Hermitian `H` and `β ≥ 0` there is a constant `c` such that the entries of `c - βH`
are bounded in modulus by those of `c - βH'`, with `H'` the phase-free Hamiltonian. -/
theorem exists_dominating_shift {H : Matrix n n ℂ} (hH : H.IsHermitian) {β : ℝ}
    (hβ : 0 ≤ β) : ∃ c : ℝ, ∀ i j, ‖(c • (1 : Matrix n n ℂ) + (-β) • H) i j‖
      ≤ (c • (1 : Matrix n n ℝ) + (-β) • fluxFree H) i j := by
  obtain ⟨c, hc⟩ : ∃ c : ℝ, ∀ l, β * (H l l).re ≤ c :=
    ⟨∑ l, |β * (H l l).re|, fun l => (le_abs_self _).trans
      (Finset.single_le_sum (f := fun l => |β * (H l l).re|)
        (fun _ _ => abs_nonneg _) (Finset.mem_univ l))⟩
  refine ⟨c, fun i j => ?_⟩
  by_cases h : i = j
  · subst h
    -- the diagonal is real, and the shift makes it non-negative
    have him : (H i i).im = 0 := Complex.conj_eq_iff_im.mp (hH.apply i i)
    have hA : (c • (1 : Matrix n n ℂ) + (-β) • H) i i
        = ((c - β * (H i i).re : ℝ) : ℂ) := by
      apply Complex.ext
      · simp [sub_eq_add_neg]
      · simp [him]
    rw [hA, Complex.norm_real, Real.norm_of_nonneg (sub_nonneg.mpr (hc i))]
    simp [fluxFree, sub_eq_add_neg]
  · simp [fluxFree, h, abs_of_nonneg hβ]
```

The claim is that some real $c$ gives, for all $i$ and $j$,

$$|(c-\beta H)_{ij}|\le (c-\beta H')_{ij}.$$

Take $c=\sum_l|\beta H_{ll}|$, which is at least as large as every $\beta H_{ll}$.

- On the diagonal, $H_{ii}$ is real because $H$ is Hermitian, and $c-\beta H_{ii}\ge 0$. The modulus therefore changes nothing, and the two sides are equal.
- Off the diagonal, $|-\beta H_{ij}|=\beta|H_{ij}|=-\beta\,(-|H_{ij}|)$, again an equality. This uses $\beta\ge 0$.

The command `by_cases h : i = j` makes this division into two cases.

A derivation that compares $-\beta H$ with $-\beta H'$ directly, without the shift, goes wrong at the diagonal. For $\beta>0$ and a positive on-site energy $\varepsilon$ it would need $|-\beta\varepsilon|\le-\beta\varepsilon$, which is false.

```lean
/-- If the entries of `A` are bounded in modulus by those of a real matrix `B`, the same
holds for their powers. -/
theorem norm_pow_apply_le {A : Matrix n n ℂ} {B : Matrix n n ℝ}
    (hAB : ∀ i j, ‖A i j‖ ≤ B i j) (k : ℕ) : ∀ i j, ‖(A ^ k) i j‖ ≤ (B ^ k) i j := by
  -- a matrix element of a power is a sum over paths, bounded path by path
  induction k with
  | zero => intro i j; by_cases h : i = j <;> simp [h]
  | succ k ih =>
    intro i j
    rw [pow_succ, pow_succ, Matrix.mul_apply, Matrix.mul_apply]
    refine (norm_sum_le _ _).trans (Finset.sum_le_sum fun l _ => ?_)
    rw [norm_mul]
    exact mul_le_mul (ih i l) (hAB l j) (norm_nonneg _) ((norm_nonneg _).trans (ih i l))
```

If $|A_{ij}|\le B_{ij}$ for all entries, then $|(A^k)_{ij}|\le (B^k)_{ij}$ for every $k$. For $k=0$ both powers are the identity. For the next power,

$$|(A^{k+1})_{ij}|\le\sum_l|(A^k)_{il}|\,|A_{lj}|\le\sum_l (B^k)_{il}B_{lj}=(B^{k+1})_{ij}.$$

The tactic `induction` sets up these two cases. `norm_sum_le` is the triangle inequality, and `mul_le_mul` multiplies the two bounds. In physical terms, a matrix element of a power is a sum over paths, and each path is bounded separately.

```lean
/-- If the entries of `A` are bounded in modulus by those of a real matrix `B`, the same
holds for their exponentials. -/
theorem norm_exp_apply_le {A : Matrix n n ℂ} {B : Matrix n n ℝ}
    (hAB : ∀ i j, ‖A i j‖ ≤ B i j) (i j : n) :
    ‖NormedSpace.exp A i j‖ ≤ NormedSpace.exp B i j := by
  refine (hasSum_exp_apply A i j).norm_le_of_bounded (hasSum_exp_apply B i j) fun k => ?_
  have hk : (0 : ℝ) ≤ (k.factorial : ℝ)⁻¹ := by positivity
  rw [norm_smul, Real.norm_of_nonneg hk, smul_eq_mul]
  exact mul_le_mul_of_nonneg_left (norm_pow_apply_le hAB k i j) hk
```

The same bound passes to the exponential:

$$|(e^{A})_{ij}|\le\sum_k\frac{|(A^k)_{ij}|}{k!}\le\sum_k\frac{(B^k)_{ij}}{k!}=(e^{B})_{ij}.$$

The proof supplies the two series from `hasSum_exp_apply` and compares them term by term.

```lean
/-- For Hermitian `H` and `β ≥ 0`, every matrix element of `exp(-βH)` is bounded in modulus
by the same matrix element for the phase-free Hamiltonian. -/
theorem norm_thermal_kernel_le {H : Matrix n n ℂ} (hH : H.IsHermitian) {β : ℝ}
    (hβ : 0 ≤ β) (i j : n) :
    ‖NormedSpace.exp ((-β) • H) i j‖ ≤ NormedSpace.exp ((-β) • fluxFree H) i j := by
  obtain ⟨c, hc⟩ := exists_dominating_shift hH hβ
  have h := norm_exp_apply_le hc i j
  rw [exp_shift, exp_shift, Matrix.smul_apply, Matrix.smul_apply, norm_smul,
    Real.norm_of_nonneg (Real.exp_pos c).le, smul_eq_mul] at h
  exact le_of_mul_le_mul_left h (Real.exp_pos c)
```

Now put $A=c-\beta H$ and $B=c-\beta H'$. The previous bound reads

$$e^{c}\,|(e^{-\beta H})_{ij}|\le e^{c}\,(e^{-\beta H'})_{ij},$$

and the positive factor $e^{c}$ cancels. The two uses of `exp_shift` bring out the factors, and the last line cancels them. The result concerns every matrix element of the thermal operator, that is, the propagator in imaginary time from site $j$ to site $i$.

## The inequality for the partition function

```lean
/-- Diamagnetic inequality: for Hermitian `H` and `β ≥ 0`, the partition function is at most
that of the phase-free Hamiltonian. -/
theorem partitionFunction_le_fluxFree {H : Matrix n n ℂ} (hH : H.IsHermitian) {β : ℝ}
    (hβ : 0 ≤ β) : partitionFunction β H ≤ partitionFunction β (fluxFree H) := by
  simp only [partitionFunction, Matrix.trace, Matrix.diag_apply, map_sum]
  exact Finset.sum_le_sum fun i _ =>
    (RCLike.re_le_norm _).trans (norm_thermal_kernel_le hH hβ i i)
```

This is the result stated at the start. Summing over the diagonal gives

$$Z(\beta,H)=\sum_i\operatorname{Re}(e^{-\beta H})_{ii}\le\sum_i|(e^{-\beta H})_{ii}|\le\sum_i(e^{-\beta H'})_{ii}=Z(\beta,H').$$

The `simp only` line writes both traces as sums, and `Finset.sum_le_sum` compares them site by site.

For negative $\beta$ the inequality can fail. Take three sites with zero diagonal and all off-diagonal entries equal to $+1$. Then $H$ has eigenvalues $2,-1,-1$, and $H'=-H$ has $-2,1,1$. At $\beta=-1$,

$$Z(-1,H)=e^{2}+2e^{-1}\approx 8.12,\qquad Z(-1,H')=e^{-2}+2e\approx 5.57 .$$

For a single particle in a finite tight-binding model, the theorem gives an upper bound on $Z$ that depends only on the on-site energies and the moduli of the hoppings. It makes no statement about many electrons filling the levels.

## Strict inequality from a triangle with flux

```lean
/-- For Hermitian `H` and `β > 0` the inequality is strict if, round some triangle of distinct
sites, the product of the three hoppings differs from minus its modulus. -/
theorem partitionFunction_lt_of_triangle {H : Matrix n n ℂ} (hH : H.IsHermitian) {β : ℝ}
    (hβ : 0 < β) {i j k : n} (hij : i ≠ j) (hjk : j ≠ k) (hki : k ≠ i)
    (hz : H i j * H j k * H k i ≠ -(‖H i j * H j k * H k i‖ : ℂ)) :
    partitionFunction β H < partitionFunction β (fluxFree H) := by
  have key : ∀ z : ℂ, z ≠ -(‖z‖ : ℂ) → -z.re < ‖z‖ := by
    intro z hz
    refine lt_of_le_of_ne ((neg_le_abs _).trans (Complex.abs_re_le_norm z)) fun h => hz ?_
    have h2 := Complex.sq_norm z
    rw [Complex.normSq_apply, ← h] at h2
    have him : z.im = 0 := mul_self_eq_zero.mp (by nlinarith)
    apply Complex.ext
    · simp [← h]
    · simp [him]
  obtain ⟨c, hc⟩ := exists_dominating_shift hH hβ.le
  have ha : ∀ a b, a ≠ b → (c • (1 : Matrix n n ℂ) + (-β) • H) a b
      = ((-β : ℝ) : ℂ) * H a b := by
    intro a b h; simp [h]
  have hb : ∀ a b, a ≠ b → (c • (1 : Matrix n n ℝ) + (-β) • fluxFree H) a b
      = β * ‖H a b‖ := by
    intro a b h; simp [h, fluxFree]
  have hs := exp_shift c ((-β) • H)
  have hs' := exp_shift c ((-β) • fluxFree H)
  set A := c • (1 : Matrix n n ℂ) + (-β) • H
  set B := c • (1 : Matrix n n ℝ) + (-β) • fluxFree H
  have h0 : ∀ a b, 0 ≤ B a b := fun a b => (norm_nonneg _).trans (hc a b)
  have hterm : ∀ l m, (A i m * A m l * A l i).re ≤ B i m * B m l * B l i := by
    intro l m
    refine (Complex.re_le_norm _).trans ?_
    rw [norm_mul, norm_mul]
    exact mul_le_mul (mul_le_mul (hc i m) (hc m l) (norm_nonneg _) (h0 i m)) (hc l i)
      (norm_nonneg _) (mul_nonneg (h0 i m) (h0 m l))
  -- the path round the triangle contributes strictly less
  have htri : (A i j * A j k * A k i).re < B i j * B j k * B k i := by
    have e1 : A i j * A j k * A k i
        = ((-β ^ 3 : ℝ) : ℂ) * (H i j * H j k * H k i) := by
      rw [ha i j hij, ha j k hjk, ha k i hki]; push_cast; ring
    have e2 : B i j * B j k * B k i = β ^ 3 * ‖H i j * H j k * H k i‖ := by
      rw [hb i j hij, hb j k hjk, hb k i hki, norm_mul, norm_mul]; ring
    rw [e1, e2, Complex.re_ofReal_mul]
    have := mul_lt_mul_of_pos_left (key _ hz) (pow_pos hβ 3)
    linarith
  have hcube : ((A ^ 3) i i).re < (B ^ 3) i i := by
    rw [pow_three', pow_three']
    simp only [Matrix.mul_apply, Finset.sum_mul, Complex.re_sum]
    exact Finset.sum_lt_sum (fun l _ => Finset.sum_le_sum fun m _ => hterm l m)
      ⟨k, Finset.mem_univ k, Finset.sum_lt_sum (fun m _ => hterm k m)
        ⟨j, Finset.mem_univ j, htri⟩⟩
  -- compare the two series term by term: the third-order term is strictly smaller
  have hexp : (NormedSpace.exp A i i).re < NormedSpace.exp B i i := by
    refine hasSum_lt (i := 3) (fun p => ?_) ?_
      (Complex.reCLM.hasSum (hasSum_exp_apply A i i)) (hasSum_exp_apply B i i)
    · simp only [Complex.reCLM_apply, Complex.smul_re, smul_eq_mul]
      exact mul_le_mul_of_nonneg_left
        ((Complex.re_le_norm _).trans (norm_pow_apply_le hc p i i)) (by positivity)
    · simp only [Complex.reCLM_apply, Complex.smul_re, smul_eq_mul]
      exact mul_lt_mul_of_pos_left hcube (by positivity)
  rw [hs, hs', Matrix.smul_apply, Matrix.smul_apply, Complex.smul_re, smul_eq_mul,
    smul_eq_mul] at hexp
  simp only [partitionFunction, Matrix.trace, Matrix.diag_apply, map_sum]
  exact Finset.sum_lt_sum (fun l _ => (RCLike.re_le_norm _).trans
    (norm_thermal_kernel_le hH hβ.le l l))
    ⟨i, Finset.mem_univ i, lt_of_mul_lt_mul_left hexp (Real.exp_pos c).le⟩

end DiamagneticPartitionFunction
```

Write $z=H_{ij}H_{jk}H_{ki}$ for three distinct sites $i,j,k$. If $\beta>0$ and $z\ne-|z|$, then $Z(\beta,H)<Z(\beta,H')$.

With $H_{ab}=-|H_{ab}|e^{i\theta_{ab}}$ one has $z=-|z|e^{i(\theta_{ij}+\theta_{jk}+\theta_{ki})}$. The condition therefore says that all three bonds are present and that the phase round the triangle is not a multiple of $2\pi$. The triangle of the counter-example satisfies it: there $z=1$, so its phase is $\pi$, although every entry is real. At $\beta=+1$ its two values are $5.57$ for $H$ and $8.12$ for $H'$.

The argument has four steps.

1. If $z\neq-|z|$, then $-\operatorname{Re}z<|z|$. Equality would force $\operatorname{Im}z=0$ and so $z=-|z|$. This is `key`.
2. With $A$ and $B$ the shifted matrices as before, $(A^3)_{ii}=\sum_{l,m}A_{im}A_{ml}A_{li}$. The real part of each term is at most the corresponding term for $B$, which is `hterm`. For the path with $m=j$ and $l=k$ the shift plays no part, since the sites are distinct, and the comparison is strict:
$$-\beta^3\operatorname{Re}z<\beta^3|z| .$$
This is `htri`. Summing over paths gives $\operatorname{Re}(A^3)_{ii}<(B^3)_{ii}$, which is `hcube`.
3. In the series for $\operatorname{Re}(e^{A})_{ii}$ and $(e^{B})_{ii}$ every order obeys $\le$, and the third obeys $<$. Hence the sums differ strictly. This is `hexp`, obtained with `hasSum_lt`.
4. Cancelling $e^{c}$ gives a strict inequality at site $i$. The other sites contribute with $\le$, and the sum over the diagonal is strict.

The condition is sufficient and concerns triangles only. A square lattice with nearest-neighbour hopping and open edges contains none, so for it this theorem leaves open whether flux makes the inequality strict.

```lean
#print axioms DiamagneticPartitionFunction.trace_exp_eq_partitionFunction
-- 'DiamagneticPartitionFunction.trace_exp_eq_partitionFunction' depends on axioms: [propext, Classical.choice, Quot.sound]
#print axioms DiamagneticPartitionFunction.partitionFunction_le_fluxFree
-- 'DiamagneticPartitionFunction.partitionFunction_le_fluxFree' depends on axioms: [propext, Classical.choice, Quot.sound]
#print axioms DiamagneticPartitionFunction.partitionFunction_lt_of_triangle
-- 'DiamagneticPartitionFunction.partitionFunction_lt_of_triangle' depends on axioms: [propext, Classical.choice, Quot.sound]
```
